# For a reference at energy zero coupled to a positive definite excited block, with a generator that holds one reference–excited amplitude per excited state and nothing else, the unitary coupled-cluster energy truncated after the double commutator has its minimum below every eigenvalue of the matrix

Q: Before I accept any statement about unitary coupled cluster, I want to know what the matrices are. What is $H$, what is $G$, and what do you call the energy?

A: There is one reference state and a finite set of excited states, labelled by a type `n`; together they form an orthonormal basis. All matrices are real. For square matrices, $[A,B]=AB-BA$.

```lean
import Mathlib

open Matrix

namespace TruncatedUnitaryCoupledCluster

noncomputable section

variable {m n : Type*} [Fintype m] [Fintype n]

/-- The commutator of two matrices. -/
def comm (A B : Matrix m m ℝ) : Matrix m m ℝ := A * B - B * A
```

A: The unitary ansatz is $e^{G}|0\rangle$ with $G$ antisymmetric, so the transformed Hamiltonian is $e^{-G}He^{G}=H+[H,G]+\tfrac12[[H,G],G]+\dots$ We stop after the double commutator.

```lean
/-- The similarity-transformed Hamiltonian, truncated after the double commutator. -/
def truncatedBCH (H G : Matrix m m ℝ) : Matrix m m ℝ :=
  H + comm H G + (1 / 2 : ℝ) • comm (comm H G) G
```

A: The Hamiltonian and the generator are, in blocks,

$$H=\begin{pmatrix}0&b^T\\ b&D\end{pmatrix},\qquad G=\begin{pmatrix}0&-t^T\\ t&0\end{pmatrix}.$$

Here $b$ holds the couplings to the reference, $D$ is the Hamiltonian among the excited states, and $t$ holds the amplitudes. The zero in the corner fixes the energy origin at the reference energy, so $D$ is measured relative to it.

```lean
/-- A reference state at energy zero, coupled by `b` to excited states with Hamiltonian `D`. -/
def hamiltonian (b : n → ℝ) (D : Matrix n n ℝ) : Matrix (Unit ⊕ n) (Unit ⊕ n) ℝ :=
  fromBlocks 0 (of fun _ j => b j) (of fun i _ => b i) D

/-- The antisymmetric generator: excitations out of the reference with amplitudes `t`,
minus the corresponding de-excitations. -/
def generator (t : n → ℝ) : Matrix (Unit ⊕ n) (Unit ⊕ n) ℝ :=
  fromBlocks 0 (of fun _ j => -t j) (of fun i _ => t i) 0
```

A: The truncated energy $\mathcal E(t)$ is the reference–reference entry of the truncated series. In Lean the reference has the index `Sum.inl ()` and the excited state $j$ has the index `Sum.inr j`.

```lean
/-- The truncated energy: the reference expectation value of the truncated Hamiltonian. -/
def energy (b : n → ℝ) (D : Matrix n n ℝ) (t : n → ℝ) : ℝ :=
  truncatedBCH (hamiltonian b D) (generator t) (Sum.inl ()) (Sum.inl ())
```

Q: A many-electron cluster operator also connects excited determinants to each other. Yours doesn't.

A: Correct, and that is a real restriction: the excited–excited block of $G$ is zero. The model is a finite matrix with a single reference, not the full many-electron theory. Every excited state in $H$ also has its own free amplitude, so the eigenvalues compared below are those of $H$ on exactly the space spanned by the reference and the states that carry amplitudes.

Q: Did you put the quadratic energy in by hand?

A: No, it is computed from the commutators. Multiplying the blocks gives

$$[H,G]=\begin{pmatrix}2\,b\cdot t& t^TD\\ Dt&-bt^T-tb^T\end{pmatrix}.$$

For any matrix $K$, the reference entry of $[K,G]$ is $\sum_j K_{0j}t_j+\sum_j t_jK_{j0}$, where $0$ denotes the reference. With $K=[H,G]$ this is $2\,t\cdot Dt$. Since $H_{00}=0$, half of the double commutator plus the single one gives

$$\mathcal E(t)=2\,b\cdot t+t\cdot Dt.$$

The proof follows the same route: `h00`, `h0j` and `hj0` are the entries of $[H,G]$ that are needed, and `h2` is the rule for a general $K$.

```lean
/-- The truncated energy is a quadratic function of the amplitudes. -/
theorem energy_eq (b : n → ℝ) (D : Matrix n n ℝ) (t : n → ℝ) :
    energy b D t = 2 * (b ⬝ᵥ t) + t ⬝ᵥ D *ᵥ t := by
  have hH : hamiltonian b D (Sum.inl ()) (Sum.inl ()) = 0 := by simp [hamiltonian]
  -- the entries of the single commutator that are needed
  have h00 : comm (hamiltonian b D) (generator t) (Sum.inl ()) (Sum.inl ())
      = b ⬝ᵥ t + t ⬝ᵥ b := by
    simp [comm, hamiltonian, generator, Matrix.mul_apply, dotProduct]
  have h0j : ∀ j, comm (hamiltonian b D) (generator t) (Sum.inl ()) (Sum.inr j)
      = (t ᵥ* D) j := by
    intro j
    simp [comm, hamiltonian, generator, Matrix.mul_apply, vecMul, dotProduct]
  have hj0 : ∀ j, comm (hamiltonian b D) (generator t) (Sum.inr j) (Sum.inl ())
      = (D *ᵥ t) j := by
    intro j
    simp [comm, hamiltonian, generator, Matrix.mul_apply, mulVec, dotProduct]
  -- the reference entry of a commutator with the generator
  have h2 : ∀ K : Matrix (Unit ⊕ n) (Unit ⊕ n) ℝ,
      comm K (generator t) (Sum.inl ()) (Sum.inl ())
        = (∑ j, K (Sum.inl ()) (Sum.inr j) * t j)
          + ∑ j, t j * K (Sum.inr j) (Sum.inl ()) := by
    intro K
    simp [comm, generator, Matrix.mul_apply]
  have e1 : (∑ j, (t ᵥ* D) j * t j) = t ⬝ᵥ D *ᵥ t := (Matrix.dotProduct_mulVec t D t).symm
  have e2 : (∑ j, t j * (D *ᵥ t) j) = t ⬝ᵥ D *ᵥ t := rfl
  simp only [energy, truncatedBCH, Matrix.add_apply, Matrix.smul_apply, smul_eq_mul]
  rw [h2 (comm (hamiltonian b D) (generator t)), h00, hH]
  simp only [h0j, hj0]
  rw [e1, e2, dotProduct_comm t b]
  ring
```

Q: Where is the minimum?

A: Let $D$ be symmetric and let $t_0$ solve $Dt_0=-b$. Then $t_0\cdot Dt=-b\cdot t$, and

$$(t-t_0)\cdot D(t-t_0)=t\cdot Dt+2\,b\cdot t-b\cdot t_0 .$$

Since $\mathcal E(t_0)=2\,b\cdot t_0-t_0\cdot b=b\cdot t_0$, we get $\mathcal E(t)=\mathcal E(t_0)+(t-t_0)\cdot D(t-t_0)$. In the proof, `hs` is the step that uses symmetry.

```lean
/-- For symmetric `D`, around amplitudes solving `D t₀ = -b`, the truncated energy changes by the
quadratic form of `D` in the displacement. -/
theorem energy_complete_square {b t₀ : n → ℝ} {D : Matrix n n ℝ} (hD : D.IsSymm)
    (h : D *ᵥ t₀ = -b) (t : n → ℝ) :
    energy b D t = energy b D t₀ + (t - t₀) ⬝ᵥ D *ᵥ (t - t₀) := by
  have hs : t₀ ⬝ᵥ D *ᵥ t = -(b ⬝ᵥ t) := by
    rw [Matrix.dotProduct_mulVec, ← Matrix.mulVec_transpose, hD.eq, h, neg_dotProduct]
  simp only [energy_eq, Matrix.mulVec_sub, sub_dotProduct, dotProduct_sub, h, hs,
    dotProduct_neg, dotProduct_comm t b, dotProduct_comm t₀ b]
  ring
```

Q: Now the suspicious part. A variational energy cannot fall below the lowest eigenvalue. How does yours?

A: The truncated expression is not the expectation value of $H$ in a normalised state. To see that it can fall below an eigenvalue, use as trial amplitudes the coefficients $y$ of an exact eigenvector scaled to $(1,y)$, with eigenvalue $E$. The two block equations of this eigenvector are $b\cdot y=E$ and $b+Dy=Ey$. Hence

$$\mathcal E(y)=2E+y\cdot(Ey-b)=2E+E\,y\cdot y-E=E\,(1+y\cdot y).$$

The normalised eigenvector is $(1,y)/\sqrt{1+y\cdot y}$, with reference weight $w=1/(1+y\cdot y)$. So $\mathcal E(y)=E/w$, which overshoots downwards when $E<0$ and $y\neq0$.

```lean
/-- If the state with reference coefficient one and excited coefficients `y` solves the
eigenvalue equations with energy `E`, the truncated energy at `y` is `E (1 + y·y)`. -/
theorem energy_at_exact_coefficients {b y : n → ℝ} {D : Matrix n n ℝ} {E : ℝ}
    (h0 : b ⬝ᵥ y = E) (h1 : b + D *ᵥ y = E • y) :
    energy b D y = E * (1 + y ⬝ᵥ y) := by
  have hDy : D *ᵥ y = E • y - b := by
    rw [← h1]; abel
  rw [energy_eq, hDy, dotProduct_sub, dotProduct_smul, dotProduct_comm y b, h0, smul_eq_mul]
  ring
```

Q: That handles one eigenvector with a convenient scaling. What about the entire spectrum?

A: The theorem assumes that $b\neq0$, that $D$ is symmetric, and that $x\cdot Dx>0$ for every $x\neq0$. Physically, the reference couples to something, and every state in the excited space has a mean energy above the reference. The conclusion has three parts: some $t_0$ satisfies $Dt_0=-b$, it minimises $\mathcal E$ over all real $t$, and $\mathcal E(t_0)<E$ whenever $Hv=Ev$ with $v\neq0$. Because $H$ is real and symmetric, real $E$ and $v$ cover the whole spectrum.

First, $t_0$ exists. If $Dx=0$ with $x\ne0$, then $x\cdot Dx=0$, which is excluded. So $D$ is injective, and in finite dimension also surjective. The completed square then makes $t_0$ a minimiser.

Next, take an eigenvalue $E\ge0$. Since $b\neq0$, also $t_0\neq0$, and $\mathcal E(t_0)=b\cdot t_0=-t_0\cdot Dt_0<0\le E$.

Finally, take $E<0$ and write $v=(c,x)$. If $c=0$, then $x\neq0$ and $Dx=Ex$, so $x\cdot Dx=E\,x\cdot x<0$, a contradiction. So $c\neq0$, and $y=x/c$ gives the eigenvector $(1,y)$. Since $b\cdot y=E\neq0$, we have $y\neq0$, and

$$\mathcal E(t_0)\le\mathcal E(y)=E(1+y\cdot y)<E.$$

The proof splits at `rcases le_or_gt 0 E` into these two cases. `hc` shows that the reference coefficient is nonzero, `hyy` that $y\cdot y>0$, and the last `nlinarith` closes the chain of inequalities.

```lean
/-- For nonzero coupling and a positive definite excited block, the truncated energy has a
minimiser, and its minimum lies strictly below every eigenvalue of the Hamiltonian. -/
theorem minimum_below_spectrum {b : n → ℝ} {D : Matrix n n ℝ} (hb : b ≠ 0) (hD : D.IsSymm)
    (hpos : ∀ x : n → ℝ, x ≠ 0 → 0 < x ⬝ᵥ D *ᵥ x) :
    ∃ t₀ : n → ℝ, D *ᵥ t₀ = -b ∧ (∀ t, energy b D t₀ ≤ energy b D t) ∧
      ∀ (E : ℝ) (v : Unit ⊕ n → ℝ), v ≠ 0 → hamiltonian b D *ᵥ v = E • v →
        energy b D t₀ < E := by
  -- positivity makes the amplitude equation solvable
  have hinj : Function.Injective D.mulVecLin := by
    rw [← LinearMap.ker_eq_bot, LinearMap.ker_eq_bot']
    intro x hx
    by_contra hne
    have hp := hpos x hne
    rw [Matrix.mulVecLin_apply] at hx
    rw [hx, dotProduct_zero] at hp
    exact lt_irrefl _ hp
  obtain ⟨t₀, h⟩ := LinearMap.injective_iff_surjective.mp hinj (-b)
  rw [Matrix.mulVecLin_apply] at h
  have hmin : ∀ t, energy b D t₀ ≤ energy b D t := by
    intro t
    rw [energy_complete_square hD h t]
    by_cases hz : t - t₀ = 0
    · simp [hz]
    · linarith [hpos _ hz]
  have hsq : ∀ x : n → ℝ, 0 ≤ x ⬝ᵥ x := fun x =>
    Finset.sum_nonneg fun i _ => mul_self_nonneg (x i)
  refine ⟨t₀, h, hmin, ?_⟩
  intro E v hv hE
  rcases le_or_gt 0 E with hE0 | hE0
  · -- the minimum itself is negative
    have ht : t₀ ≠ 0 := by
      intro ht
      rw [ht, Matrix.mulVec_zero] at h
      exact hb (neg_eq_zero.mp h.symm)
    have hp := hpos t₀ ht
    rw [energy_eq]
    rw [h, dotProduct_neg, dotProduct_comm t₀ b] at hp ⊢
    linarith
  · obtain ⟨c, x, rfl⟩ : ∃ (c : ℝ) (x : n → ℝ), v = Sum.elim (fun _ => c) x :=
      ⟨v (Sum.inl ()), fun i => v (Sum.inr i), by ext (i | i) <;> rfl⟩
    have h0 : b ⬝ᵥ x = E * c := by
      have := congrFun hE (Sum.inl ())
      simpa [hamiltonian, Matrix.mulVec, dotProduct] using this
    have h1 : c • b + D *ᵥ x = E • x := by
      ext i
      have := congrFun hE (Sum.inr i)
      simp [hamiltonian, Matrix.mulVec, dotProduct] at this ⊢
      linarith
    -- a state of negative energy overlaps with the reference
    have hc : c ≠ 0 := by
      intro hc
      have hx : x ≠ 0 := by
        intro hx
        apply hv
        ext (i | i) <;> simp [hc, hx]
      have hDx : D *ᵥ x = E • x := by simpa [hc] using h1
      have hp := hpos x hx
      rw [hDx, dotProduct_smul, smul_eq_mul] at hp
      nlinarith [hsq x]
    obtain ⟨y, hy0, hy1⟩ : ∃ y : n → ℝ, b ⬝ᵥ y = E ∧ b + D *ᵥ y = E • y := by
      refine ⟨c⁻¹ • x, ?_, ?_⟩
      · rw [dotProduct_smul, h0, smul_eq_mul]
        field_simp
      · have h3 := congrArg (fun w => c⁻¹ • w) h1
        simp only [smul_add, smul_smul, inv_mul_cancel₀ hc, one_smul] at h3
        rw [Matrix.mulVec_smul, h3, smul_smul, mul_comm E c⁻¹]
    have hyy : 0 < y ⬝ᵥ y := by
      refine lt_of_le_of_ne (hsq y) fun hz => ?_
      rw [dotProduct_self_eq_zero.mp hz.symm, dotProduct_zero] at hy0
      linarith
    have hle := hmin y
    rw [energy_at_exact_coefficients hy0 hy1] at hle
    nlinarith [mul_neg_of_neg_of_pos hE0 hyy]
```

Q: Show me a case where I can check every number.

A: Take one excited state with energy $d$ and coupling $b$. The indices are now $0$ and $1$, and $G=t(E_{10}-E_{01})$, where $E_{ij}$ is the matrix with a single one in row $i$, column $j$.

```lean
/-- The two-level Hamiltonian with coupling `b` and excitation energy `d`. -/
def twoLevel (b d : ℝ) : Matrix (Fin 2) (Fin 2) ℝ := !![0, b; b, d]

/-- The two-level rotation generator with amplitude `t`. -/
def rotation (t : ℝ) : Matrix (Fin 2) (Fin 2) ℝ := !![0, -t; t, 0]
```

A: The same commutators give $2bt+dt^2$. Without truncation, the state is $(\cos t,\sin t)$ and its energy is $b\sin 2t+d\sin^2t$. The quadratic is the expansion of that function to second order in $t$. The function never falls below the lowest eigenvalue, but the quadratic can.

```lean
/-- The truncated energy of the two-level system is `2bt + dt²`. -/
theorem twoLevel_energy (b d t : ℝ) :
    truncatedBCH (twoLevel b d) (rotation t) 0 0 = 2 * b * t + d * t ^ 2 := by
  simp [truncatedBCH, comm, twoLevel, rotation]
  ring
```

Q: And the exact lowest eigenvalue?

A: An eigenvector $v$ satisfies $bv_1=Ev_0$ and $bv_0+dv_1=Ev_1$. If $v_0=0$, the first equation and $b\neq0$ force $v_1=0$, so $v_0\neq0$. Eliminating $v_1$ gives $E^2-dE-b^2=0$, or $(d-2E)^2=d^2+4b^2$. Therefore $d-2E\le\sqrt{d^2+4b^2}$, which means that $E\ge\lambda$ with

$$\lambda=\tfrac12\left(d-\sqrt{d^2+4b^2}\right).$$

The value is attained by the vector $(b,\lambda)$, or $(b,\lambda)/\sqrt{b^2+\lambda^2}$ when normalised: the first row gives $b\lambda=\lambda b$, and the second gives $b^2+d\lambda=\lambda^2$. `IsLeast` contains both halves, membership and lower bound. The proof uses $b\neq0$ but no condition on the sign of $d$. The formula itself also holds at $b=0$, where it gives the smaller of $0$ and $d$.

```lean
/-- The lowest eigenvalue of the coupled two-level Hamiltonian is `(d - √(d² + 4b²))/2`. -/
theorem twoLevel_lowest {b : ℝ} (d : ℝ) (hb : b ≠ 0) :
    IsLeast {E : ℝ | ∃ v : Fin 2 → ℝ, v ≠ 0 ∧ twoLevel b d *ᵥ v = E • v}
      ((d - √(d ^ 2 + 4 * b ^ 2)) / 2) := by
  constructor
  · have hs : √(d ^ 2 + 4 * b ^ 2) ^ 2 = d ^ 2 + 4 * b ^ 2 := Real.sq_sqrt (by positivity)
    refine ⟨![b, (d - √(d ^ 2 + 4 * b ^ 2)) / 2], fun h => hb (congrFun h 0), ?_⟩
    generalize √(d ^ 2 + 4 * b ^ 2) = s at hs ⊢
    ext i
    fin_cases i
    · simp [twoLevel, Matrix.mulVec, dotProduct, Fin.sum_univ_succ, mul_comm]
    · simp only [twoLevel, Matrix.mulVec, dotProduct, Fin.sum_univ_two]
      simp
      linear_combination (-1 / 4 : ℝ) * hs
  · rintro E ⟨v, hv, h⟩
    have h0 : b * v 1 = E * v 0 := by
      have := congrFun h 0
      simpa [twoLevel, Matrix.mulVec, dotProduct, Fin.sum_univ_succ] using this
    have h1 : b * v 0 + d * v 1 = E * v 1 := by
      have := congrFun h 1
      simpa [twoLevel, Matrix.mulVec, dotProduct, Fin.sum_univ_succ] using this
    have hv0 : v 0 ≠ 0 := by
      intro hz
      have hz1 : v 1 = 0 := by
        rw [hz, mul_zero] at h0
        exact (mul_eq_zero.mp h0).resolve_left hb
      apply hv
      ext i
      fin_cases i
      · exact hz
      · exact hz1
    -- the secular equation
    have hsec : E ^ 2 - d * E - b ^ 2 = 0 := by
      apply (mul_eq_zero.mp _).resolve_right hv0
      linear_combination (d - E) * h0 - b * h1
    have hab := Real.abs_le_sqrt
      (show (d - 2 * E) ^ 2 ≤ d ^ 2 + 4 * b ^ 2 by nlinarith)
    linarith [le_abs_self (d - 2 * E)]
```

Q: So how large is the gap between the two?

A: For $d>0$,

$$2bt+dt^2+\frac{b^2}{d}=\frac{(dt+b)^2}{d}\ge0,$$

with equality at $t=-b/d$, so the minimum is $-b^2/d$. Put $q=b^2/d>0$. Then

$$(d+2q)^2=d^2+4b^2+4q^2>d^2+4b^2,$$

so $\sqrt{d^2+4b^2}<d+2q$, which rearranges to $-q<\lambda$. For $b=1$, $d=2$ the minimum is $-0.5$, while $\lambda=1-\sqrt2\approx-0.414$. In Lean, `hsq` is the completed square and `hlt` the comparison of the square root.

```lean
/-- For `d > 0` and `b ≠ 0`, the minimum of the two-level truncated energy is `-b²/d`, strictly
below `(d - √(d² + 4b²))/2`. -/
theorem twoLevel_minimum_below {b d : ℝ} (hd : 0 < d) (hb : b ≠ 0) :
    IsLeast (Set.range fun t : ℝ => truncatedBCH (twoLevel b d) (rotation t) 0 0)
      (-(b ^ 2 / d)) ∧
    -(b ^ 2 / d) < (d - √(d ^ 2 + 4 * b ^ 2)) / 2 := by
  refine ⟨⟨⟨-(b / d), ?_⟩, ?_⟩, ?_⟩
  · simp only [twoLevel_energy]
    field_simp
    ring
  · rintro _ ⟨t, rfl⟩
    simp only [twoLevel_energy]
    have hsq : 2 * b * t + d * t ^ 2 + b ^ 2 / d = (d * t + b) ^ 2 / d := by
      field_simp
      ring
    have hnn : 0 ≤ (d * t + b) ^ 2 / d := by positivity
    linarith
  · have hq : 0 < b ^ 2 / d := by positivity
    have hqd : b ^ 2 / d * d = b ^ 2 := div_mul_cancel₀ _ hd.ne'
    have hlt : √(d ^ 2 + 4 * b ^ 2) < d + 2 * (b ^ 2 / d) := by
      rw [Real.sqrt_lt' (by positivity)]
      nlinarith [mul_pos hq hq]
    linarith

end

end TruncatedUnitaryCoupledCluster
```

```lean
#print axioms TruncatedUnitaryCoupledCluster.minimum_below_spectrum
#print axioms TruncatedUnitaryCoupledCluster.twoLevel_lowest
#print axioms TruncatedUnitaryCoupledCluster.twoLevel_minimum_below
```

```
'TruncatedUnitaryCoupledCluster.minimum_below_spectrum' depends on axioms: [propext, Classical.choice, Quot.sound]
'TruncatedUnitaryCoupledCluster.twoLevel_lowest' depends on axioms: [propext, Classical.choice, Quot.sound]
'TruncatedUnitaryCoupledCluster.twoLevel_minimum_below' depends on axioms: [propext, Classical.choice, Quot.sound]
```

Q: Do I need $d>0$, or is it there for comfort?

A: You need it. With $b=1$ and $d=-1$ the truncated energy is $2t-t^2$, which goes to $-\infty$ as $t$ grows, so there is no minimum to compare. The matrix itself still has the finite lowest eigenvalue $(-1-\sqrt5)/2$. The coupling matters too: for $b=0$ and $d>0$ both the minimum and the lowest eigenvalue are $0$, and the strict inequality fails.

Q: Where would I meet this in a program?

A: In a program for this model, in the step that solves for the amplitudes. With `b`, `D` and the full matrix `H` stored as arrays, that step is a linear solve, and the two energies follow:

```python
t = numpy.linalg.solve(D, -b)
E_trunc = b @ t
E_exact = numpy.linalg.eigvalsh(H)[0]
```

For a large excited space, iterative methods can replace both the linear solve and the full diagonalisation. Within this finite, single-reference model and under the theorem's hypotheses, `E_trunc` below `E_exact` is the correct outcome and no sign of a bug, so the minimised truncated energy is not an upper bound to the lowest eigenvalue of `H`. If the two numbers come out in the other order by more than rounding error, the matrices or the signs deserve a second look.
